# In the ground state of N free spinless fermions in a one-dimensional hard-wall box of length L, the density stays within 1/(2L sin(πx/L)) of (N + 1/2)/L

Put $N$ fermions between two hard walls at $0$ and $L$. The density has to vanish at the walls, and it responds with ripples that run through the whole box. These are Friedel oscillations, here caused by walls in one dimension and not by an impurity in a metal. How large can they be at a given point, and do they grow as particles are added?

For non-interacting spinless fermions in their ground state the question has an exact answer. At every point $0<x<L$ the density is

$$n(x)=\frac{N+\tfrac12}{L}-\frac{\sin\big((2N+1)\pi x/L\big)}{2L\,\sin(\pi x/L)} ,$$

so the ripple is at most $1/(2L\sin(\pi x/L))$, a bound that does not contain $N$. For this one-dimensional, non-interacting model, the formula supplies reference values for a density computed from orbitals on a grid.

```lean
import Mathlib

open Real Filter Topology

namespace BoxFriedelOscillations

noncomputable section
```

## Filling the box

The orbitals of the box are

$$\varphi_k(x)=\sqrt{2/L}\,\sin(k\pi x/L),\qquad k=1,2,\dots$$

```lean
/-- The `k`-th orbital `sqrt(2/L) sin(kπx/L)` of a box of length `L > 0`. -/
def orbital (L : ℝ) (k : ℕ) (x : ℝ) : ℝ :=
  Real.sqrt (2 / L) * Real.sin (k * π * x / L)
```

The level number `k` is a natural number and `L` and `x` are real. The definition accepts any real `L`; the theorems then require $L>0$, either directly or through $0<x<L$.

With the $N$ lowest orbitals occupied once each, the one-particle density matrix is

$$\gamma(x,y)=\sum_{k=1}^{N}\varphi_k(x)\,\varphi_k(y).$$

No complex conjugate is needed, because the orbitals are real.

```lean
/-- The one-particle density matrix of `N` spinless fermions filling the orbitals
`k = 1, ..., N` of a box of length `L > 0`. -/
def densityMatrix (L : ℝ) (N : ℕ) (x y : ℝ) : ℝ :=
  ∑ k ∈ Finset.Icc 1 N, orbital L k x * orbital L k y
```

`Finset.Icc 1 N` is the set of integers from $1$ to $N$, which is empty for $N=0$. This definition is where the physics enters. That the $\varphi_k$ are the lowest eigenfunctions of the box Hamiltonian, and that their Slater determinant has this density matrix, is textbook quantum mechanics taken over as the starting point.

The density is the diagonal, $n(x)=\gamma(x,x)$. It is normalised to the particle number, not to one.

```lean
/-- The particle density, the diagonal of the one-particle density matrix, for `L > 0`. -/
def density (L : ℝ) (N : ℕ) (x : ℝ) : ℝ := densityMatrix L N x x
```

## The sine that appears in the denominator

For $0<x<L$ the angle $\pi x/L$ lies strictly between $0$ and $\pi$, so its sine is positive. The closed forms of the density matrix and of the density divide by sines of this kind, and they rest on this fact.

```lean
/-- The function `sin(πx/L)` is positive inside the box `0 < x < L`. -/
theorem sin_box_pos {L x : ℝ} (hx : 0 < x) (hxL : x < L) :
    0 < Real.sin (π * x / L) := by
  have hL : 0 < L := hx.trans hxL
  apply Real.sin_pos_of_pos_of_lt_pi
  · positivity
  · rw [div_lt_iff₀ hL]
    exact mul_lt_mul_of_pos_left hxL Real.pi_pos
```

Mathlib's lemma on the sign of the sine leaves two inequalities to check, $0<\pi x/L$ and $\pi x/L<\pi$. The second becomes $\pi x<\pi L$ after multiplication by $L$.

## Summing the cosines

Let $u$ be an angle with $\sin u\neq0$. The addition theorems give

$$2\sin u\,\cos(2ku)=\sin\big((2k+1)u\big)-\sin\big((2k-1)u\big).$$

Summed over $k=1,\dots,N$, neighbouring terms cancel and only the ends survive:

$$2\sin u\sum_{k=1}^{N}\cos(2ku)=\sin\big((2N+1)u\big)-\sin u .$$

Division by $2\sin u$ yields

$$\sum_{k=1}^{N}\cos(2ku)=\frac{\sin\big((2N+1)u\big)}{2\sin u}-\frac12 .$$

```lean
/-- A closed form for the sum of `cos(2ku)` over `k = 1, ..., N`, when `sin u` is nonzero. -/
theorem cos_sum (N : ℕ) {u : ℝ} (hu : Real.sin u ≠ 0) :
    ∑ k ∈ Finset.Icc 1 N, Real.cos (2 * k * u) =
      Real.sin ((2 * N + 1) * u) / (2 * Real.sin u) - 1 / 2 := by
  -- multiplied by `2 sin u`, the sum telescopes
  have key : ∀ n : ℕ, 2 * Real.sin u * ∑ k ∈ Finset.Icc 1 n, Real.cos (2 * k * u) =
      Real.sin ((2 * n + 1) * u) - Real.sin u := by
    intro n
    induction n with
    | zero => simp
    | succ n ih =>
      rw [Finset.sum_Icc_succ_top (by omega), mul_add, ih]
      push_cast
      rw [show (2 * ((n : ℝ) + 1) + 1) * u = 2 * ((n : ℝ) + 1) * u + u by ring,
        show (2 * (n : ℝ) + 1) * u = 2 * ((n : ℝ) + 1) * u - u by ring,
        Real.sin_add, Real.sin_sub]
      ring
  rw [eq_sub_iff_add_eq, eq_div_iff (mul_ne_zero two_ne_zero hu)]
  linear_combination key N
```

The intermediate statement `key` is the telescoped identity, proved by induction on the number of terms. In the induction step, `Finset.sum_Icc_succ_top` splits off the last cosine. The two sines are then written with the angles $2(n+1)u\pm u$ and expanded, and the remainder is algebra. The quotient $\sin((2N+1)u)/\sin u$ is called the Dirichlet kernel; the cosine sum is half of it, minus one half.

## A direct wave and its image

The product of two sines is a difference of cosines:

$$\frac2L\sin\frac{k\pi x}{L}\sin\frac{k\pi y}{L}
=\frac1L\left[\cos\frac{k\pi(x-y)}{L}-\cos\frac{k\pi(x+y)}{L}\right].$$

With $a=\pi(x-y)/(2L)$ and $b=\pi(x+y)/(2L)$, the sum over the filled levels becomes

$$\gamma(x,y)=\frac1L\left[\sum_{k=1}^{N}\cos(2ka)-\sum_{k=1}^{N}\cos(2kb)\right].$$

The first sum depends only on the separation of the two points. The second is the contribution of an image point at $-y$, which enforces the node at the wall.

```lean
/-- For `L > 0` the density matrix is a difference of two cosine sums, one in the relative
coordinate `x - y` and one in `x + y`. -/
theorem densityMatrix_eq_cos_sums {L : ℝ} (hL : 0 < L) (N : ℕ) (x y : ℝ) :
    densityMatrix L N x y =
      1 / L * (∑ k ∈ Finset.Icc 1 N, Real.cos (2 * k * (π * (x - y) / (2 * L))) -
        ∑ k ∈ Finset.Icc 1 N, Real.cos (2 * k * (π * (x + y) / (2 * L)))) := by
  have hs : Real.sqrt (2 / L) * Real.sqrt (2 / L) = 2 / L :=
    Real.mul_self_sqrt (by positivity)
  rw [densityMatrix, ← Finset.sum_sub_distrib, Finset.mul_sum]
  refine Finset.sum_congr rfl fun k _ => ?_
  rw [show 2 * (k : ℝ) * (π * (x - y) / (2 * L)) = k * π * x / L - k * π * y / L by ring,
    show 2 * (k : ℝ) * (π * (x + y) / (2 * L)) = k * π * x / L + k * π * y / L by ring,
    Real.cos_sub, Real.cos_add, orbital, orbital]
  linear_combination (Real.sin (k * π * x / L) * Real.sin (k * π * y / L)) * hs
```

This holds for all real $x$ and $y$, inside the box or not. The proof compares the sums term by term with `Finset.sum_congr`, expands the cosines of the sum and difference, and uses $\sqrt{2/L}\,\sqrt{2/L}=2/L$, recorded as `hs`.

For two distinct points inside the box, neither $\sin a$ nor $\sin b$ vanishes, so both sums can be replaced by their closed forms. The two terms $-\tfrac12$ cancel:

$$\gamma(x,y)=\frac{\sin\big((2N+1)a\big)}{2L\sin a}-\frac{\sin\big((2N+1)b\big)}{2L\sin b}.$$

```lean
/-- At two distinct points inside the box, the density matrix is `1/(2L)` times the difference of
the Dirichlet kernel `sin((2N+1)u) / sin u` at `u = π(x-y)/(2L)` and at `u = π(x+y)/(2L)`. -/
theorem densityMatrix_eq {L x y : ℝ} (N : ℕ) (hx : 0 < x) (hxL : x < L)
    (hy : 0 < y) (hyL : y < L) (hxy : x ≠ y) :
    densityMatrix L N x y =
      Real.sin ((2 * N + 1) * (π * (x - y) / (2 * L))) /
          (2 * L * Real.sin (π * (x - y) / (2 * L))) -
        Real.sin ((2 * N + 1) * (π * (x + y) / (2 * L))) /
          (2 * L * Real.sin (π * (x + y) / (2 * L))) := by
  have hb : Real.sin (π * (x + y) / (2 * L)) ≠ 0 :=
    (sin_box_pos (by linarith) (by linarith)).ne'
  have ha : Real.sin (π * (x - y) / (2 * L)) ≠ 0 := by
    rcases lt_or_gt_of_ne hxy with h | h
    · rw [show π * (x - y) / (2 * L) = -(π * (y - x) / (2 * L)) by ring, Real.sin_neg]
      exact neg_ne_zero.2 (sin_box_pos (by linarith) (by linarith)).ne'
    · exact (sin_box_pos (by linarith) (by linarith)).ne'
  rw [densityMatrix_eq_cos_sums (hx.trans hxL), cos_sum N ha, cos_sum N hb]
  ring
```

The two nonvanishing conditions come from `sin_box_pos`, applied to a box of length $2L$: the sum $x+y$ lies between $0$ and $2L$, and so does $|x-y|$. When $x<y$, the sign is first pulled out of the sine. The hypothesis `hxy` excludes the diagonal, where Lean would evaluate the first quotient as $0$ although its limit is $(2N+1)/(2L)$.

## The density in closed form

On the diagonal the definition reduces to the familiar sum

$$n(x)=\sum_{k=1}^{N}\frac2L\sin^2\frac{k\pi x}{L}.$$

```lean
/-- For `L > 0` the density is the sum of `(2/L) sin²(kπx/L)` over the filled levels. -/
theorem density_eq_sum_sin_sq {L : ℝ} (hL : 0 < L) (N : ℕ) (x : ℝ) :
    density L N x = ∑ k ∈ Finset.Icc 1 N, 2 / L * Real.sin (k * π * x / L) ^ 2 := by
  have hs : Real.sqrt (2 / L) * Real.sqrt (2 / L) = 2 / L :=
    Real.mul_self_sqrt (by positivity)
  rw [density, densityMatrix]
  refine Finset.sum_congr rfl fun k _ => ?_
  rw [orbital]
  linear_combination Real.sin (k * π * x / L) ^ 2 * hs
```

To evaluate it, set $y=x$ in the difference of cosine sums. Then $a=0$, every cosine in the first sum equals one, and that sum is $N$. In the second sum $b=\pi x/L$. Hence

$$n(x)=\frac1L\left[N-\left(\frac{\sin\big((2N+1)\pi x/L\big)}{2\sin(\pi x/L)}-\frac12\right)\right]
=\frac{N+\tfrac12}{L}-\frac{\sin\big((2N+1)\pi x/L\big)}{2L\sin(\pi x/L)} .$$

```lean
/-- Inside the box, the density is the constant `(N + 1/2)/L` minus the oscillating term
`sin((2N+1)πx/L) / (2L sin(πx/L))`. -/
theorem density_eq {L x : ℝ} (N : ℕ) (hx : 0 < x) (hxL : x < L) :
    density L N x = (N + 1 / 2) / L -
      Real.sin ((2 * N + 1) * (π * x / L)) / (2 * L * Real.sin (π * x / L)) := by
  -- on the diagonal every cosine in the relative coordinate equals one
  have h0 : ∑ k ∈ Finset.Icc 1 N, Real.cos (2 * k * (π * (x - x) / (2 * L))) = N := by
    simp
  rw [density, densityMatrix_eq_cos_sums (hx.trans hxL), h0,
    show π * (x + x) / (2 * L) = π * x / L by ring, cos_sum N (sin_box_pos hx hxL).ne']
  ring
```

The auxiliary fact `h0` is the statement that the first sum equals $N$. The rewriting then inserts `cos_sum` for the second sum, and `ring` collects the terms.

The constant about which the density oscillates is $(N+\tfrac12)/L$, which exceeds the mean density $N/L$ by $1/(2L)$. The surplus makes up for the depletion at the walls.

## How large the ripples can be

The numerator of the oscillating term is a sine, so its absolute value is at most one. The denominator is positive inside the box. Therefore

$$\left|\,n(x)-\frac{N+\tfrac12}{L}\right|\le\frac{1}{2L\sin(\pi x/L)} .$$

```lean
/-- Inside the box, the Friedel oscillations about `(N + 1/2)/L` are bounded by
`1/(2L sin(πx/L))`, whatever the number of particles. -/
theorem friedel_bound {L x : ℝ} (N : ℕ) (hx : 0 < x) (hxL : x < L) :
    |density L N x - (N + 1 / 2) / L| ≤ 1 / (2 * L * Real.sin (π * x / L)) := by
  have hL : 0 < L := hx.trans hxL
  have hs := sin_box_pos hx hxL
  have hd : 0 < 2 * L * Real.sin (π * x / L) := by positivity
  rw [density_eq N hx hxL, sub_sub_cancel_left, abs_neg, abs_div, abs_of_pos hd]
  exact div_le_div_of_nonneg_right (Real.abs_sin_le_one _) hd.le
```

In the middle of the box the bound is $1/(2L)$, however many particles there are. Towards the walls it grows without limit while the density goes to zero, so very close to a wall it says little: where $\sin(\pi x/L)<1/(2N+1)$, the lower limit that it gives for the density is negative.

The bound is reached wherever the numerator is $\pm1$. Take an integer $j$ with $0\le j\le 2N$ and

$$x=\frac{(2j+1)L}{2(2N+1)} .$$

Since $2j+1<2(2N+1)$, this point lies inside the box. The phase there is

$$(2N+1)\frac{\pi x}{L}=j\pi+\frac\pi2,\qquad \sin\left(j\pi+\frac\pi2\right)=(-1)^j,$$

and so

$$n(x)=\frac{N+\tfrac12}{L}-\frac{(-1)^j}{2L\sin(\pi x/L)} .$$

```lean
/-- The bound is attained: for `L > 0` and `j = 0, ..., 2N` the point
`x = (2j+1)L/(2(2N+1))` lies in the box, and there the density differs from `(N + 1/2)/L`
by exactly `1/(2L sin(πx/L))`, downwards for even `j` and upwards for odd `j`. -/
theorem friedel_bound_attained {L x : ℝ} (hL : 0 < L) {N j : ℕ} (hj : j ≤ 2 * N)
    (hx : x = (2 * j + 1) * L / (2 * (2 * N + 1))) :
    (0 < x ∧ x < L) ∧
      density L N x = (N + 1 / 2) / L - (-1) ^ j / (2 * L * Real.sin (π * x / L)) := by
  have hj' : (j : ℝ) ≤ 2 * N := by exact_mod_cast hj
  have hN : (0 : ℝ) < 2 * (2 * N + 1) := by positivity
  have hx0 : 0 < x := by rw [hx]; positivity
  have hxL : x < L := by
    rw [hx, div_lt_iff₀ hN]
    have := mul_pos hL (show (0 : ℝ) < 2 * (2 * N + 1) - (2 * j + 1) by linarith)
    linarith
  have h : x * (2 * (2 * N + 1)) = (2 * j + 1) * L := by
    rw [hx, div_mul_cancel₀ _ hN.ne']
  -- the phase is an odd multiple of a quarter turn
  have hphase : (2 * (N : ℝ) + 1) * (π * x / L) = j * π + π / 2 := by
    linear_combination (π / (2 * L)) * h + (π * (2 * j + 1) / 2) * mul_inv_cancel₀ hL.ne'
  refine ⟨⟨hx0, hxL⟩, ?_⟩
  rw [density_eq N hx0 hxL, hphase, Real.sin_add_pi_div_two, Real.cos_nat_mul_pi]
```

The theorem gives both facts: the point is in the box, and the density has this value. `hphase` is the phase computation, and two Mathlib lemmas turn the sine into $\cos(j\pi)$ and then into $(-1)^j$. At these $2N+1$ points the density touches the envelope, from which it follows that the bound cannot be lowered there for the given $N$. They are in general not the local maxima and minima of the density, because the envelope itself has a slope away from the centre.

## Many particles in a fixed box

Because the bound is independent of $N$, the ripples lose their weight in the density per particle. For $N>0$,

$$\frac{n(x)}{N}-\frac1L=\frac1N\left[\,n(x)-\frac{N+\tfrac12}{L}+\frac1{2L}\right],$$

and hence

$$\left|\frac{n(x)}{N}-\frac1L\right|\le\frac1N\left[\frac1{2L}+\frac1{2L\sin(\pi x/L)}\right]\longrightarrow0 .$$

```lean
/-- At each fixed point inside the box, the density per particle tends to the uniform
value `1/L` as the number of particles grows. -/
theorem density_per_particle_tendsto {L x : ℝ} (hx : 0 < x) (hxL : x < L) :
    Tendsto (fun N : ℕ => density L N x / N) atTop (𝓝 (1 / L)) := by
  have hL : 0 < L := hx.trans hxL
  have hp : 0 < 1 / (2 * L) := by positivity
  refine tendsto_iff_norm_sub_tendsto_zero.2 (squeeze_zero'
    (Eventually.of_forall fun N => norm_nonneg _) ?_
    (tendsto_const_div_atTop_nhds_zero_nat
      (1 / (2 * L) + 1 / (2 * L * Real.sin (π * x / L)))))
  filter_upwards [eventually_gt_atTop 0] with N hN
  have hN0 : (N : ℝ) ≠ 0 := by exact_mod_cast hN.ne'
  -- the deviation is a quantity bounded independently of `N`, divided by `N`
  have e : density L N x / N - 1 / L =
      (density L N x - (N + 1 / 2) / L + 1 / (2 * L)) / N := by
    rw [eq_div_iff hN0]
    linear_combination density L N x * inv_mul_cancel₀ hN0
  have hb := abs_le.1 (friedel_bound N hx hxL)
  rw [e, Real.norm_eq_abs, abs_div, Nat.abs_cast]
  refine div_le_div_of_nonneg_right ?_ (Nat.cast_nonneg N)
  rw [abs_le]
  constructor <;> linarith [hb.1, hb.2]

end

end BoxFriedelOscillations
```

`Tendsto ... atTop (𝓝 (1 / L))` is the limit $N\to\infty$ at fixed $L$ and fixed $x$. It is a high-density limit, different from the thermodynamic limit in which $N/L$ is held constant. It is also pointwise: at the walls the density is zero for every $N$. The proof squeezes the distance to $1/L$ between zero and a constant divided by $N$; the equation `e` is the displayed identity, and `friedel_bound` supplies the constant.

```lean
#print axioms BoxFriedelOscillations.densityMatrix_eq
-- 'BoxFriedelOscillations.densityMatrix_eq' depends on axioms: [propext, Classical.choice, Quot.sound]
#print axioms BoxFriedelOscillations.density_eq_sum_sin_sq
-- 'BoxFriedelOscillations.density_eq_sum_sin_sq' depends on axioms: [propext, Classical.choice, Quot.sound]
#print axioms BoxFriedelOscillations.friedel_bound_attained
-- 'BoxFriedelOscillations.friedel_bound_attained' depends on axioms: [propext, Classical.choice, Quot.sound]
#print axioms BoxFriedelOscillations.density_per_particle_tendsto
-- 'BoxFriedelOscillations.density_per_particle_tendsto' depends on axioms: [propext, Classical.choice, Quot.sound]
```

## Algebra with side conditions: `linear_combination`

Several of the algebraic steps above are closed by the tactic `linear_combination`. To prove an equation $A=B$ from a known equation $P=Q$, one names a factor $c$, and `linear_combination c * h` (where `h` is the known equation) checks that

$$A-B-c\,(P-Q)=0$$

holds by the rules of commutative algebra alone. Several known equations may be added, each with its own factor. The user finds the factors, and Lean does the expansion.

The product of two orbitals shows the pattern. Once the cosines are expanded, the two sides differ by

$$\left(\sqrt{2/L}\,\sqrt{2/L}-\frac2L\right)\sin\frac{k\pi x}{L}\,\sin\frac{k\pi y}{L},$$

which is the equation `hs` multiplied by the two sines. That product is the factor given in the code.

The phase computation shows how a physical condition enters. The algebraic check does not know that $L\neq0$, so it will not replace $L\cdot L^{-1}$ by $1$. The proof therefore adds this as a second equation, `mul_inv_cancel₀ hL.ne'`, with the factor $\pi(2j+1)/2$. The first equation, `h`, is the definition of the point $x$ with its denominator cleared, and it carries the factor $\pi/(2L)$. In the sum of the two, the terms with $L\cdot L^{-1}$ cancel, and $j\pi+\pi/2$ remains.
